# For n fixed levels with Fermi occupations, all at least G/2 from μ, dμ/dN is at least (kT/n) exp(G/(2kT))

A semiconducting electrode is simulated with its Fermi level deep in the band gap, many kT from every level. Moving the electrode potential by a tenth of a volt hardly changes the number of electrons, because no level comes close enough to fill or empty. If the calculation instead prescribes the electron number and asks for the potential, the same fact works against it: a tiny error in the charge becomes a large error in the potential. How large is it, for given levels and a given electronic temperature?

## The slope of the electron number in a gap

Let e_i be the energies of n ≥ 1 levels, m the chemical potential (usually written μ), and T the thermal energy kT, so that T is an energy and not a temperature. Below, "charge" means the electron number and "potential" means m. At fixed levels, a change of m in eV corresponds to an equal and opposite change of the electrode potential in volts. The occupation of a level and the electron number are

f_i = 1 / (1 + exp((e_i − m)/T))

N(m) = Σ_i f_i

The slope of N is

S(m) = dN/dm = (1/T) Σ_i f_i (1 − f_i)

If T > 0 and |e_i − m| ≥ G/2 for every level, then

0 < S(m) ≤ B, with B = (n/T) exp(−G/(2T))

The inverse slope, which converts a charge error into a potential error, is therefore at least

A = 1/B = (T/n) exp(G/(2T))

Here G/2 is a lower bound on the distance to the nearest level. It equals half the band gap only when m sits at midgap.

## Fermi-level searches at prescribed charge

A code that finds the Fermi level from the electron number solves N(m) = q for m. A Newton step divides the charge residual by S(m), and when every level is many kT away that divisor is exponentially small. Bisection avoids the division, but a stopping rule based on the charge residual has the same weakness: potentials that are far apart can all satisfy it.

Take n = 100, T = 0.025 eV and G = 1 eV. Then exp(G/(2T)) = exp(20) ≈ 4.9 × 10⁸, and A is about 1.2 × 10⁵ eV per electron. Two potentials 0.1 eV apart in the same gap, with every level at least 0.5 eV outside the interval between them, give electron numbers that differ by less than 10⁻⁶. If the requested charge is the electron number of one of them, a charge tolerance of 10⁻⁶ accepts both.

For a constant-potential calculation with fixed, non-interacting levels, this means that the potential is the safer input and the charge the safer output when the Fermi level lies deep in a gap. Where the charge must be the input and the potential is a wanted result, a tolerance on m should accompany the tolerance on N. The sum S(m) costs almost nothing once the occupations are known, and its reciprocal is the error amplification itself, to first order.

## From one occupation to the inverse slope

Write y = exp((e − m)/T) for a single level. Then f = 1/(1 + y) and 1 − f = y/(1 + y), so

f (1 − f) = y / (1 + y)²

This product lies between two multiples of the Boltzmann factor of the distance:

exp(−|e − m|/T) / 4 ≤ f (1 − f) ≤ exp(−|e − m|/T)

If e ≥ m, then y ≥ 1 and the Boltzmann factor is 1/y. The upper bound follows from y² ≤ (1 + y)², and the lower one from 1 + y ≤ 2y, which gives (1 + y)² ≤ 4y². If e ≤ m, then y ≤ 1 and the Boltzmann factor is y. Now the upper bound follows from (1 + y)² ≥ 1 and the lower one from (1 + y)² ≤ 4.

For the derivative, dy/dm = −y/T, and hence

df/dm = −(dy/dm) / (1 + y)² = y / (T (1 + y)²) = f (1 − f) / T

Summing over the levels gives S(m). Each term is positive, and there is at least one, so S(m) > 0. In a gap, each product f_i (1 − f_i) is at most exp(−|e_i − m|/T) ≤ exp(−G/(2T)). Adding n such terms and dividing by T gives S(m) ≤ B.

If instead every level lies within G/2 of m, the lower bound on each product gives S(m) ≥ B/4. When all levels lie at distance exactly G/2, both estimates apply, and B is correct to within a factor of four.

For two potentials m₁ < m₂ in one gap, suppose that each level satisfies e_i ≤ m₁ − G/2 or e_i ≥ m₂ + G/2. By the mean value theorem there is a c between m₁ and m₂ with

N(m₂) − N(m₁) = S(c) (m₂ − m₁)

Every level is at least G/2 from c, so S(c) ≤ B. Multiplying by A = 1/B gives

A (N(m₂) − N(m₁)) ≤ m₂ − m₁

Finally, let M(q) be a continuous solution of N(M(q)) = q near some electron number q. For p ≠ q near q, M(p) ≠ M(q), and the quotient (M(p) − M(q))/(p − q) is the reciprocal of (N(M(p)) − N(M(q)))/(M(p) − M(q)). As p → q, continuity gives M(p) → M(q), so the latter quotient tends to S(M(q)) > 0. Hence M is differentiable at q with S(M(q)) M′(q) = 1, and if the levels are at least G/2 from M(q),

M′(q) = 1/S(M(q)) ≥ A

The case n = 1 shows how tight the constants are. Put the level at e = m + G/2 with G ≥ 0. Then y = exp(G/(2T)), and

S/B = (y / (1 + y))²

This ratio is 1/4 at G = 0 and tends to 1 as G/T grows.

The slope bound can fail if even one level is exempt from the gap condition. Take two levels, e_1 = m and e_2 = m + G/2, with G = 10T. The first alone contributes 1/(4T) to the slope, while B = (2/T) exp(−5) ≈ 0.013/T. A single defect level at the Fermi energy is enough to restore a sizeable response of the charge.

## The Lean source

```lean
import Mathlib

open Filter Topology

namespace ConstantPotentialGap

noncomputable section

variable {ι : Type*} [Fintype ι]

/-- Fermi occupation of a level `e` at chemical potential `m` and thermal energy `T = kT`,
for `T ≠ 0`. -/
def fermi (T e m : ℝ) : ℝ := 1 / (1 + Real.exp ((e - m) / T))

/-- Electron number: the sum of the Fermi occupations of the levels `e i`, for `T ≠ 0`. -/
def electronNumber (T : ℝ) (e : ι → ℝ) (m : ℝ) : ℝ := ∑ i, fermi T (e i) m

/-- Sum over the levels of occupation times vacancy, divided by the thermal energy `T ≠ 0`. -/
def numberSlope (T : ℝ) (e : ι → ℝ) (m : ℝ) : ℝ :=
  ∑ i, fermi T (e i) m * (1 - fermi T (e i) m) / T

/-- For `T ≠ 0`, occupation times vacancy of a level equals `y / (1 + y) ^ 2`, where
`y = exp ((e - m) / T)`. -/
theorem fermi_mul_vacancy (T e m : ℝ) :
    fermi T e m * (1 - fermi T e m) =
      Real.exp ((e - m) / T) / (1 + Real.exp ((e - m) / T)) ^ 2 := by
  unfold fermi
  generalize (e - m) / T = x
  have h : 1 + Real.exp x ≠ 0 := by positivity
  have hv : 1 - 1 / (1 + Real.exp x) = Real.exp x / (1 + Real.exp x) := by
    rw [eq_div_iff h, sub_mul, one_div_mul_cancel h]
    ring
  rw [hv, div_mul_div_comm, one_mul, ← pow_two]

/-- At positive temperature, occupation times vacancy lies between a quarter of
`exp (-|e - m| / T)` and `exp (-|e - m| / T)` itself. -/
theorem fermi_mul_vacancy_bounds {T : ℝ} (hT : 0 < T) (e m : ℝ) :
    Real.exp (-(|e - m| / T)) / 4 ≤ fermi T e m * (1 - fermi T e m) ∧
      fermi T e m * (1 - fermi T e m) ≤ Real.exp (-(|e - m| / T)) := by
  have hx : |e - m| / T = |(e - m) / T| := by rw [abs_div, abs_of_pos hT]
  rw [fermi_mul_vacancy, hx]
  generalize (e - m) / T = x
  have hy := Real.exp_pos x
  rcases le_total 0 x with h0 | h0
  · -- level above the chemical potential
    have h1 : 1 ≤ Real.exp x := Real.one_le_exp h0
    rw [abs_of_nonneg h0, Real.exp_neg]
    generalize Real.exp x = y at hy h1 ⊢
    constructor
    · rw [show y⁻¹ / 4 = 1 / (4 * y) by ring,
        div_le_div_iff₀ (by positivity) (by positivity)]
      nlinarith [sq_nonneg (y - 1)]
    · rw [← one_div, div_le_div_iff₀ (by positivity) hy]
      nlinarith
  · -- level below the chemical potential
    have h1 : Real.exp x ≤ 1 := Real.exp_le_one_iff.2 h0
    rw [abs_of_nonpos h0, neg_neg]
    generalize Real.exp x = y at hy h1 ⊢
    constructor
    · have h4 : (1 + y) ^ 2 ≤ 4 := by nlinarith
      rw [div_le_div_iff₀ (by norm_num) (by positivity)]
      exact mul_le_mul_of_nonneg_left h4 hy.le
    · exact div_le_self hy.le (by nlinarith)

/-- At nonzero `T`, `numberSlope` is the derivative of the electron number with respect to the
chemical potential, and `T` times it is the sum of occupation times vacancy. -/
theorem hasDerivAt_electronNumber {T : ℝ} (hT : T ≠ 0) (e : ι → ℝ) (m : ℝ) :
    HasDerivAt (electronNumber T e) (numberSlope T e m) m ∧
      T * numberSlope T e m = ∑ i, fermi T (e i) m * (1 - fermi T (e i) m) := by
  have hf : ∀ i ∈ (Finset.univ : Finset ι), HasDerivAt (fun m => fermi T (e i) m)
      (fermi T (e i) m * (1 - fermi T (e i) m) / T) m := by
    intro i _
    have h1 : HasDerivAt (fun m => (e i - m) / T) (-1 / T) m :=
      ((hasDerivAt_id' m).const_sub (e i)).div_const T
    have h2 := h1.exp.const_add 1
    have hne : 1 + Real.exp ((e i - m) / T) ≠ 0 := by positivity
    have h3 := (hasDerivAt_const m (1 : ℝ)).fun_div h2 hne
    refine h3.congr_deriv ?_
    rw [fermi_mul_vacancy]
    ring
  refine ⟨HasDerivAt.fun_sum hf, ?_⟩
  -- the thermal energy cancels level by level
  unfold numberSlope
  rw [Finset.mul_sum]
  refine Finset.sum_congr rfl fun i _ => ?_
  rw [← mul_div_assoc, div_eq_iff hT]
  exact mul_comm _ _

/-- If at least one level is present and all levels lie at least `G / 2` from the chemical
potential, then at `T > 0` the slope `dN/dm` is positive and at most
`(n / T) exp (-G / (2 T))`, with `n` the number of levels. -/
theorem slope_in_gap [Nonempty ι] {T G m : ℝ} (hT : 0 < T) (e : ι → ℝ)
    (hgap : ∀ i, G / 2 ≤ |e i - m|) :
    HasDerivAt (electronNumber T e) (numberSlope T e m) m ∧ 0 < numberSlope T e m ∧
      numberSlope T e m ≤ Fintype.card ι / T * Real.exp (-(G / (2 * T))) := by
  refine ⟨(hasDerivAt_electronNumber hT.ne' e m).1, ?_, ?_⟩
  · refine Finset.sum_pos (fun i _ => div_pos ?_ hT) Finset.univ_nonempty
    exact lt_of_lt_of_le (by positivity) (fermi_mul_vacancy_bounds hT (e i) m).1
  · -- each level contributes at most `exp (-(G / (2 * T))) / T`
    calc numberSlope T e m ≤ ∑ _i : ι, Real.exp (-(G / (2 * T))) / T := by
          refine Finset.sum_le_sum fun i _ => ?_
          have hi := hgap i
          have hd : G / 2 / T ≤ |e i - m| / T := by gcongr
          rw [div_div] at hd
          have he := Real.exp_le_exp.2 (neg_le_neg hd)
          have hb := (fermi_mul_vacancy_bounds hT (e i) m).2.trans he
          gcongr
      _ = _ := by
          rw [Finset.sum_const, Finset.card_univ, nsmul_eq_mul]
          ring

/-- If all levels lie within `G / 2` of the chemical potential, then at `T > 0` the slope is
at least a quarter of `(n / T) exp (-G / (2 T))`. -/
theorem slope_lower_bound {T G m : ℝ} (hT : 0 < T) (e : ι → ℝ)
    (hnear : ∀ i, |e i - m| ≤ G / 2) :
    Fintype.card ι / T * Real.exp (-(G / (2 * T))) / 4 ≤ numberSlope T e m := by
  calc _ = ∑ _i : ι, Real.exp (-(G / (2 * T))) / 4 / T := by
        rw [Finset.sum_const, Finset.card_univ, nsmul_eq_mul]
        ring
    _ ≤ numberSlope T e m := by
        refine Finset.sum_le_sum fun i _ => ?_
        have hi := hnear i
        have hd : |e i - m| / T ≤ G / 2 / T := by gcongr
        rw [div_div] at hd
        have he := Real.exp_le_exp.2 (neg_le_neg hd)
        have hb := (fermi_mul_vacancy_bounds hT (e i) m).1
        exact div_le_div_of_nonneg_right (by linarith) hT.le

/-- The factor `(T / n) exp (G / (2 T))` is the reciprocal of the bound on the slope, for
`T > 0` and at least one level. -/
theorem amplification_mul_bound [Nonempty ι] {T : ℝ} (hT : 0 < T) (G : ℝ) :
    T / Fintype.card ι * Real.exp (G / (2 * T)) *
      (Fintype.card ι / T * Real.exp (-(G / (2 * T)))) = 1 := by
  have hn : (Fintype.card ι : ℝ) ≠ 0 := Nat.cast_ne_zero.2 Fintype.card_ne_zero
  have h1 : Real.exp (G / (2 * T)) * Real.exp (-(G / (2 * T))) = 1 := by
    rw [← Real.exp_add, add_neg_cancel, Real.exp_zero]
  have h2 : T / (Fintype.card ι : ℝ) * (Fintype.card ι / T) = 1 := by
    rw [div_mul_div_comm, mul_comm T, div_self (mul_ne_zero hn hT.ne')]
  rw [mul_mul_mul_comm, h1, h2, one_mul]

/-- Let `m₁ < m₂` lie in one gap, every level being at least `G / 2` below `m₁` or above `m₂`.
At `T > 0`, with `n ≥ 1` levels, the two potentials differ by at least
`(T / n) exp (G / (2 T))` times the difference of their electron numbers. -/
theorem potential_difference_in_gap [Nonempty ι] {T G m₁ m₂ : ℝ} (hT : 0 < T) (e : ι → ℝ)
    (hm : m₁ < m₂) (hgap : ∀ i, e i ≤ m₁ - G / 2 ∨ m₂ + G / 2 ≤ e i) :
    T / Fintype.card ι * Real.exp (G / (2 * T)) *
      (electronNumber T e m₂ - electronNumber T e m₁) ≤ m₂ - m₁ := by
  have hder := fun x : ℝ => (hasDerivAt_electronNumber hT.ne' e x).1
  -- the mean slope is the slope at some potential c inside the gap
  obtain ⟨c, hc, hs⟩ := exists_hasDerivAt_eq_slope (electronNumber T e) (numberSlope T e) hm
    (fun x _ => (hder x).continuousAt.continuousWithinAt) (fun x _ => hder x)
  have hcgap : ∀ i, G / 2 ≤ |e i - c| := by
    intro i
    rcases hgap i with h | h
    · exact le_abs.2 (Or.inr (by linarith [hc.1]))
    · exact le_abs.2 (Or.inl (by linarith [hc.2]))
  have hb := (slope_in_gap hT e hcgap).2.2
  rw [hs, div_le_iff₀ (sub_pos.2 hm)] at hb
  refine (mul_le_mul_of_nonneg_left hb (by positivity)).trans_eq ?_
  rw [← mul_assoc, amplification_mul_bound hT G, one_mul]

/-- Let `M` return a chemical potential for each electron number near `q`, continuously at `q`.
If all of the `n ≥ 1` levels lie at least `G / 2` from `M q` and `T > 0`, then `dM/dq` is the
reciprocal of the slope `dN/dm` and is at least `(T / n) exp (G / (2 T))`. -/
theorem inversion_ill_conditioned [Nonempty ι] {T G q : ℝ} (hT : 0 < T) (e : ι → ℝ)
    (M : ℝ → ℝ) (hM : ContinuousAt M q) (hinv : ∀ᶠ p in 𝓝 q, electronNumber T e (M p) = p)
    (hgap : ∀ i, G / 2 ≤ |e i - M q|) :
    HasDerivAt M (numberSlope T e (M q))⁻¹ q ∧
      T / Fintype.card ι * Real.exp (G / (2 * T)) ≤ (numberSlope T e (M q))⁻¹ := by
  obtain ⟨hd, hpos, hb⟩ := slope_in_gap hT e hgap
  refine ⟨HasDerivAt.of_local_left_inverse hM hd hpos.ne' hinv, ?_⟩
  have h1 := (mul_le_mul_of_nonneg_left hb
    (by positivity : 0 ≤ T / Fintype.card ι * Real.exp (G / (2 * T)))).trans_eq
    (amplification_mul_bound hT G)
  rw [← one_div]
  exact (le_div_iff₀ hpos).2 h1

end

end ConstantPotentialGap
```

```lean
#print axioms ConstantPotentialGap.fermi_mul_vacancy
#print axioms ConstantPotentialGap.slope_lower_bound
#print axioms ConstantPotentialGap.potential_difference_in_gap
#print axioms ConstantPotentialGap.inversion_ill_conditioned
```

```
'ConstantPotentialGap.fermi_mul_vacancy' depends on axioms: [propext, Classical.choice, Quot.sound]
'ConstantPotentialGap.slope_lower_bound' depends on axioms: [propext, Classical.choice, Quot.sound]
'ConstantPotentialGap.potential_difference_in_gap' depends on axioms: [propext, Classical.choice, Quot.sound]
'ConstantPotentialGap.inversion_ill_conditioned' depends on axioms: [propext, Classical.choice, Quot.sound]
```

## Fixed levels and an assumed inverse

**Objects and conventions.** The finite type `ι` labels the levels, `e : ι → ℝ` gives their energies, and `Fintype.card ι` is n. The definitions `fermi`, `electronNumber` and `numberSlope` are f, N and S. Each label holds at most one electron, so a spin-degenerate level needs two labels. All labels have weight one. With several k-points, the electron number per cell is a weighted sum, even when the weights are equal, and the bounds would have to be restated with those weights. The instance `[Nonempty ι]` means n ≥ 1.

**The slope.** `numberSlope` is defined as a sum of occupation times vacancy, and `hasDerivAt_electronNumber` proves that it is the derivative of the electron number. The theorem `slope_in_gap` combines that derivative with positivity and the upper bound B. Its hypothesis `hgap` expresses a Fermi level in a gap free of states. No sign of G is assumed; for G ≤ 0 the hypothesis holds automatically and the bound carries little information. `slope_lower_bound` is the estimate B/4 for levels that are all near m.

**The inversion.** `potential_difference_in_gap` compares two finite potentials and needs no inverse function. `inversion_ill_conditioned` concerns a function `M` that stands for an ideal Fermi-level solver. The hypothesis `hinv` says that `M` returns a potential with the requested electron number for every request near `q`, and `hM` says that it is continuous at `q`. The existence of such a solver is assumed, and no theorem here establishes that each electron number between 0 and n has exactly one chemical potential.

**Steps of the proof.** `fermi_mul_vacancy` is the identity f (1 − f) = y/(1 + y)². In `fermi_mul_vacancy_bounds`, `le_total` separates levels above m from levels below it, `generalize` replaces the exponential by y, and the remaining polynomial inequalities are those derived above, mostly closed by `nlinarith`. The derivative comes from the chain and quotient rules for one level, followed by `HasDerivAt.fun_sum` for the sum.

In `slope_in_gap`, `Finset.sum_pos` gives positivity, and `Finset.sum_le_sum` bounds the slope level by level. `slope_lower_bound` uses the same comparison in the opposite direction. `amplification_mul_bound` is the identity AB = 1. The mean value theorem enters as `exists_hasDerivAt_eq_slope`, which supplies the intermediate potential `c`; the proof then checks that `c` is far enough from every level. For the solver, `HasDerivAt.of_local_left_inverse` gives the derivative of `M` as the reciprocal slope, and positivity of the slope turns S ≤ B into 1/S ≥ A.

**From the model to a self-consistent calculation.** The energies `e i` do not depend on m or on the electron number. In a self-consistent calculation, added charge changes the electrostatic potential and shifts the levels, so the total derivative of N with respect to m contains their response as well. The theorems describe the occupation step at frozen levels, which is the step in which a code searches for the Fermi level after each diagonalisation. They also assume Fermi occupations; other smearing functions have different tails and need their own bounds.

**Size of the estimate.** A is a lower bound on an absolute amplification, in energy per electron, and it exceeds T only when G is greater than 2T ln n. It can also lie far below the true amplification 1/S: levels far from m increase n and so lower A, although they barely change S. For a given set of levels, 1/S is the sharper diagnostic.
